# Four 2×2 matrices over a commutative ring have zero signed sum over all orderings

## Definitions and conventions

Let $R$ be an associative ring with unit, not necessarily commutative. For $X,Y\in R$ write $[X,Y]=XY-YX$ and $\{X,Y\}=XY+YX$. For four elements $x_0,x_1,x_2,x_3$ put

$$S(x_0,x_1,x_2,x_3)=\sum_{\sigma}\operatorname{sign}(\sigma)\,x_{\sigma(0)}x_{\sigma(1)}x_{\sigma(2)}x_{\sigma(3)},$$

where $\sigma$ runs over the 24 permutations of $\{0,1,2,3\}$. There is no prefactor $1/24$.

## The identity and its one-qubit case

For all $A,B,C,D\in R$,

$$S(A,B,C,D)=\{[A,B],[C,D]\}-\{[A,C],[B,D]\}+\{[A,D],[B,C]\}.$$

If the four elements are 2×2 matrices over a commutative ring, then $S(A,B,C,D)=0$. The Amitsur–Levitzki theorem makes the analogous statement for $2n$ matrices of size $n\times n$; the case proved here is $n=2$. In quantum mechanics it says that the fully antisymmetrised product of any four operators on a single two-level system vanishes.

## Use in a code

A routine that evaluates $S$ word by word performs 72 matrix multiplications. The right-hand side, evaluated as written, takes 18: two for each of six commutators and two for each of three anticommutators. A code that makes this replacement relies on the ring identity, at any matrix size.

The vanishing gives a check on 2×2 multiplication and permutation signs: with exact integer entries the result must be zero, while floating-point entries can leave a rounding residue. A zero does not prove the routine right: entrywise multiplication in place of the matrix product also gives zero.

## Derivation

**Expansion.** The first anticommutator is

$$ABCD-ABDC-BACD+BADC+CDAB-CDBA-DCAB+DCBA.$$

These are the eight words whose first two letters are $A,B$ or $C,D$. Each has its permutation sign, since a swap within a pair is odd and exchanging the two pairs is even. The other two anticommutators give the words for the pairings $AC|BD$ and $AD|BC$. Their leading words $ACBD$ and $ADBC$ are odd and even, which fixes the outer signs. Together the three pairings give all 24 words once.

**Traceless 2×2 matrices.** Commutators have trace zero because $\operatorname{tr}XY=\operatorname{tr}YX$. Let

$$M=\begin{pmatrix}a&b\\c&-a\end{pmatrix},\qquad N=\begin{pmatrix}p&q\\r&-p\end{pmatrix}.$$

In $MN+NM$ the off-diagonal entries cancel, and both diagonal entries are $2ap+br+cq=\operatorname{tr}MN$. Hence $\{M,N\}=\operatorname{tr}(MN)\,\mathbb 1$.

**Cancellation.** Applying this to the three anticommutators gives $S=t\,\mathbb 1$, with

$$t=\operatorname{tr}[A,B][C,D]-\operatorname{tr}[A,C][B,D]+\operatorname{tr}[A,D][B,C].$$

Cyclicity gives $\operatorname{tr}([X,Y]W)=\operatorname{tr}(X[Y,W])$, so

$$t=\operatorname{tr}\bigl(A\,([B,[C,D]]-[C,[B,D]]+[D,[B,C]])\bigr)=0$$

by the Jacobi identity. Nothing was divided by two, so characteristic two is included.

**Size and number of factors.** For a qutrit, take $|0\rangle\langle0|$, $|0\rangle\langle1|$, $|1\rangle\langle1|$, $|1\rangle\langle2|$. Only the written order has a nonzero product, so $S=|0\rangle\langle2|$. With three factors the qubit identity fails: the Pauli matrices, here denoted $X,Y,Z$, satisfy $XYZ=i\mathbb 1$, the three cyclic orders each give $i\mathbb 1$, and the three odd orders give $-i\mathbb 1$ with a minus sign, for a total of $6i\mathbb 1$.

## The Lean file

```lean
import Mathlib

open Matrix

namespace FourfoldSignedSum

/-- The commutator `[X, Y] = XY - YX`. -/
def comm {R : Type*} [Ring R] (X Y : R) : R := X * Y - Y * X

/-- The anticommutator `{X, Y} = XY + YX`. -/
def anti {R : Type*} [Ring R] (X Y : R) : R := X * Y + Y * X

/-- The signed sum of the products of four operators over all 24 orderings. -/
def signedSum {R : Type*} [Ring R] (x : Fin 4 → R) : R :=
  ∑ σ : Equiv.Perm (Fin 4),
    ((Equiv.Perm.sign σ : ℤˣ) : ℤ) • (x (σ 0) * x (σ 1) * x (σ 2) * x (σ 3))

/-- The table of the 24 orderings of four objects, each with its sign. -/
theorem orderings_table :
    (Finset.univ : Finset (Equiv.Perm (Fin 4))).val.map
      (fun σ => (((Equiv.Perm.sign σ : ℤˣ) : ℤ), σ 0, σ 1, σ 2, σ 3)) =
    (([(1, 0, 1, 2, 3), (-1, 0, 1, 3, 2), (-1, 0, 2, 1, 3), (1, 0, 2, 3, 1),
      (1, 0, 3, 1, 2), (-1, 0, 3, 2, 1), (-1, 1, 0, 2, 3), (1, 1, 0, 3, 2),
      (1, 1, 2, 0, 3), (-1, 1, 2, 3, 0), (-1, 1, 3, 0, 2), (1, 1, 3, 2, 0),
      (1, 2, 0, 1, 3), (-1, 2, 0, 3, 1), (-1, 2, 1, 0, 3), (1, 2, 1, 3, 0),
      (1, 2, 3, 0, 1), (-1, 2, 3, 1, 0), (-1, 3, 0, 1, 2), (1, 3, 0, 2, 1),
      (1, 3, 1, 0, 2), (-1, 3, 1, 2, 0), (-1, 3, 2, 0, 1), (1, 3, 2, 1, 0)] :
      List (ℤ × Fin 4 × Fin 4 × Fin 4 × Fin 4)) :
      Multiset (ℤ × Fin 4 × Fin 4 × Fin 4 × Fin 4)) := by
  decide +kernel

/-- In any ring the signed sum over all orderings of four operators is an alternating sum of
three anticommutators of commutators. -/
theorem signedSum_eq_anticommutators {R : Type*} [Ring R] (A B C D : R) :
    signedSum ![A, B, C, D] =
      anti (comm A B) (comm C D) - anti (comm A C) (comm B D)
        + anti (comm A D) (comm B C) := by
  suffices h : ∀ x : Fin 4 → R, signedSum x =
      anti (comm (x 0) (x 1)) (comm (x 2) (x 3)) - anti (comm (x 0) (x 2)) (comm (x 1) (x 3))
        + anti (comm (x 0) (x 3)) (comm (x 1) (x 2)) from h ![A, B, C, D]
  intro x
  let g : ℤ × Fin 4 × Fin 4 × Fin 4 × Fin 4 → R := fun t =>
    t.1 • (x t.2.1 * x t.2.2.1 * x t.2.2.2.1 * x t.2.2.2.2)
  -- read the sum over permutations off the table
  have e : signedSum x = (((Finset.univ : Finset (Equiv.Perm (Fin 4))).val.map
      (fun σ => (((Equiv.Perm.sign σ : ℤˣ) : ℤ), σ 0, σ 1, σ 2, σ 3))).map g).sum := by
    rw [Multiset.map_map]
    rfl
  rw [e, orderings_table]
  simp only [Multiset.map_coe, Multiset.sum_coe, List.map_cons, List.map_nil,
    List.sum_cons, List.sum_nil, g, one_smul, neg_smul, comm, anti]
  -- expand the commutators and compare the 24 words
  simp only [mul_sub, sub_mul, mul_assoc]
  abel

/-- The commutator of two square matrices of finite size over a commutative ring has trace zero. -/
theorem trace_comm {n K : Type*} [Fintype n] [DecidableEq n] [CommRing K]
    (A B : Matrix n n K) : (comm A B).trace = 0 := by
  rw [comm, Matrix.trace_sub, Matrix.trace_mul_comm A B, sub_self]

/-- The anticommutator of two traceless 2x2 matrices over a commutative ring is the trace of their
product times the identity. -/
theorem anti_of_traceless {K : Type*} [CommRing K] (M N : Matrix (Fin 2) (Fin 2) K)
    (hM : M.trace = 0) (hN : N.trace = 0) :
    anti M N = (M * N).trace • (1 : Matrix (Fin 2) (Fin 2) K) := by
  rw [Matrix.trace_fin_two] at hM hN
  have hM' : M 1 1 = -M 0 0 := by linear_combination hM
  have hN' : N 1 1 = -N 0 0 := by linear_combination hN
  ext i j
  fin_cases i <;> fin_cases j <;>
    simp [anti, Matrix.mul_apply, Fin.sum_univ_two, Matrix.trace_fin_two, hM', hN'] <;> ring

/-- For square matrices of any finite size over a commutative ring, the alternating sum of the
traces of products of two commutators, over the three pairings of four matrices, vanishes. -/
theorem trace_pairings {n K : Type*} [Fintype n] [DecidableEq n] [CommRing K]
    (A B C D : Matrix n n K) :
    (comm A B * comm C D).trace - (comm A C * comm B D).trace
      + (comm A D * comm B C).trace = 0 := by
  -- cyclicity moves a commutator from the left factor to the right one
  have key : ∀ X Y W : Matrix n n K, (comm X Y * W).trace = (X * comm Y W).trace := by
    intro X Y W
    have h := Matrix.trace_mul_comm Y (X * W)
    rw [Matrix.mul_assoc] at h
    simp only [comm, Matrix.sub_mul, Matrix.mul_sub, Matrix.trace_sub, Matrix.mul_assoc]
    linear_combination -h
  -- the Jacobi identity
  have J : comm B (comm C D) - comm C (comm B D) + comm D (comm B C) = 0 := by
    unfold comm
    noncomm_ring
  rw [key A B, key A C, key A D, ← Matrix.trace_sub, ← Matrix.trace_add,
    ← Matrix.mul_sub, ← Matrix.mul_add, J, Matrix.mul_zero, Matrix.trace_zero]

/-- Amitsur-Levitzki identity for one qubit: the signed sum over all orderings of four 2x2
matrices over a commutative ring vanishes. -/
theorem signedSum_qubit {K : Type*} [CommRing K] (A B C D : Matrix (Fin 2) (Fin 2) K) :
    signedSum ![A, B, C, D] = 0 := by
  -- each anticommutator is a multiple of the identity, and the multiples cancel
  rw [signedSum_eq_anticommutators,
    anti_of_traceless _ _ (trace_comm A B) (trace_comm C D),
    anti_of_traceless _ _ (trace_comm A C) (trace_comm B D),
    anti_of_traceless _ _ (trace_comm A D) (trace_comm B C),
    ← sub_smul, ← add_smul, trace_pairings, zero_smul]

/-- For a qutrit, the signed sum of the four operators `|0⟩⟨0|`, `|0⟩⟨1|`, `|1⟩⟨1|`, `|1⟩⟨2|`
is `|0⟩⟨2|`. -/
theorem signedSum_qutrit :
    signedSum ![(!![1, 0, 0; 0, 0, 0; 0, 0, 0] : Matrix (Fin 3) (Fin 3) ℂ),
      !![0, 1, 0; 0, 0, 0; 0, 0, 0], !![0, 0, 0; 0, 1, 0; 0, 0, 0],
      !![0, 0, 0; 0, 0, 1; 0, 0, 0]] = !![0, 0, 1; 0, 0, 0; 0, 0, 0] := by
  rw [signedSum_eq_anticommutators]
  ext i j
  fin_cases i <;> fin_cases j <;>
    simp [comm, anti]

/-- The Pauli matrix `X`. -/
def pauliX : Matrix (Fin 2) (Fin 2) ℂ := !![0, 1; 1, 0]

/-- The Pauli matrix `Y`. -/
def pauliY : Matrix (Fin 2) (Fin 2) ℂ := !![0, -Complex.I; Complex.I, 0]

/-- The Pauli matrix `Z`. -/
def pauliZ : Matrix (Fin 2) (Fin 2) ℂ := !![1, 0; 0, -1]

/-- The signed sum over the six orderings of the three Pauli matrices is `6i` times the
identity. -/
theorem three_paulis :
    pauliX * pauliY * pauliZ - pauliX * pauliZ * pauliY + pauliY * pauliZ * pauliX
      - pauliY * pauliX * pauliZ + pauliZ * pauliX * pauliY - pauliZ * pauliY * pauliX
      = (6 * Complex.I) • (1 : Matrix (Fin 2) (Fin 2) ℂ) := by
  ext i j
  fin_cases i <;> fin_cases j <;>
    simp [pauliX, pauliY, pauliZ] <;> ring

end FourfoldSignedSum
```

```lean
#print axioms FourfoldSignedSum.signedSum_qubit
-- 'FourfoldSignedSum.signedSum_qubit' depends on axioms: [propext, Classical.choice, Quot.sound]
#print axioms FourfoldSignedSum.signedSum_qutrit
-- 'FourfoldSignedSum.signedSum_qutrit' depends on axioms: [propext, Classical.choice, Quot.sound]
#print axioms FourfoldSignedSum.three_paulis
-- 'FourfoldSignedSum.three_paulis' depends on axioms: [propext, Classical.choice, Quot.sound]
```

## Scope of the theorems and how they are checked

`signedSum` is the sum $S$, with the ordered list of operators given as a function on `Fin 4`; `![A, B, C, D]` is such a list. `signedSum_eq_anticommutators` assumes only `Ring R`. `signedSum_qubit` assumes `CommRing K` for the entries, which covers complex and integer matrices but not 2×2 block matrices with non-commuting blocks. Neither theorem bounds floating-point error or treats unbounded operators with domains.

`orderings_table` verifies the 24 signs by finite computation. The ring identity reads the sum off that table, expands the commutators, and lets `abel` match the words. `trace_comm` and `anti_of_traceless` are the two trace facts, the latter checked entry by entry after eliminating the lower diagonal elements. In `trace_pairings`, `key` is the cyclicity step and `J` the Jacobi identity; this lemma holds at every finite matrix size. `signedSum_qubit` combines them as in the derivation.

`signedSum_qutrit` evaluates the three anticommutators for the explicit matrices, and `three_paulis` computes its six written-out products entry by entry.
